# For Hermitian H, one Krylov basis gives a unique Galerkin solution at every non-real energy

Take the two-site hopping matrix
$$H=\begin{pmatrix}0&1\\1&0\end{pmatrix},\qquad b=\begin{pmatrix}1\\0\end{pmatrix},$$
and try to solve $(z-H)x=b$ at $z=0$ within the span of $b$. The matrix $z-H=-H$ is invertible, so the full problem has a solution. The projected problem has none: with $x=yb$, its single equation reads $0\cdot y=1$. A projection method can thus break down at an energy where the original system is harmless. A second difficulty would arise if the projection space depended on $z$, since a spectrum with a thousand energies would then need a thousand bases.

For Hermitian $H$ and $\operatorname{Im}z\neq0$, neither happens. This bears on Green's functions and broadened spectra computed by Lanczos projection, for a Hamiltonian represented by a finite Hermitian matrix.

## The shift, the imaginary part and the small system

Write $\langle u,v\rangle=u^\dagger v$, with the Euclidean norm $\|u\|$, and let
$$K_k(A,b)=\operatorname{span}\{A^jb:0\le j<k\}.$$
Let the columns of $V$ be orthonormal and span $K_k(H,b)$, and set $T=V^\dagger HV$. A Galerkin solution on a subspace $K$ is a vector $x\in K$ whose residual $b-(z-H)x$ is orthogonal to $K$. The claim is that, for Hermitian $H$ and $\operatorname{Im}z\ne0$,

- $K_k(z-H,b)=K_k(H,b)$;
- $z-T$ is invertible, and its inverse has spectral norm at most $1/|\operatorname{Im}z|$;
- the only Galerkin solution on this space is $x=V(z-T)^{-1}V^\dagger b$, and $\|x\|\le\|b\|/|\operatorname{Im}z|$.

**The space.** This part holds for any square $A$ and any $z$. Multiplication by $A$ maps $K_k(A,b)$ into $K_{k+1}(A,b)$, because it raises each power by one. We show by induction on $j$ that $(z-A)^jb\in K_k(A,b)$ whenever $j<k$. For $j=0$ the vector is $b$. For the next power, with $j+1<k$,
$$(z-A)^{j+1}b=z\,(z-A)^jb-A\,(z-A)^jb.$$
The first term lies in $K_k(A,b)$ by the induction hypothesis. Since $j<k-1$, the vector $(z-A)^jb$ also lies in $K_{k-1}(A,b)$, so the second term lies in $K_k(A,b)$ too. Hence $K_k(z-A,b)\subseteq K_k(A,b)$. Applying this inclusion to $z-A$ in place of $A$, and using $z-(z-A)=A$, gives the reverse one.

**Stability.** Suppose $\langle x,(z-H)x\rangle=\langle x,r\rangle$. Since $\langle x,Hx\rangle$ is real, the imaginary part of this equation is
$$\operatorname{Im}z\,\|x\|^2=\operatorname{Im}\langle x,r\rangle.$$
By Cauchy–Schwarz, $|\operatorname{Im}z|\,\|x\|^2\le\|x\|\,\|r\|$. Dividing by $\|x\|$ if $x\ne0$, and trivially if $x=0$,
$$|\operatorname{Im}z|\,\|x\|\le\|r\|.$$

**Invertibility.** If $(z-H)x=0$, take $r=0$: then $x=0$, so the square matrix $z-H$ is invertible. With $x=(z-H)^{-1}y$ and $r=y$, the same estimate bounds the inverse by $1/|\operatorname{Im}z|$. Now $V^\dagger V=1$ gives
$$V^\dagger(z-H)V=z-T,$$
and $T$ is again Hermitian, so the argument applies unchanged to the small matrix.

**The solution.** Every vector in the space is $x=Vy$. Its residual is orthogonal to the range of $V$ exactly when
$$0=V^\dagger\bigl(b-(z-H)Vy\bigr)=V^\dagger b-(z-T)y,$$
which has the single solution $y=(z-T)^{-1}V^\dagger b$. For the norm bound, test the residual against $x$ itself: $\langle x,(z-H)x\rangle=\langle x,b\rangle$, and stability applies with $r=b$.

## An energy grid, and a non-Hermitian failure

In a calculation with $b\ne0$ and $k\ge1$, Lanczos produces $V$, whose first column is $b/\|b\|$, and a tridiagonal $T$. For each grid energy $z=\omega+i\eta$ with broadening $\eta>0$, one solves the small system $(z-T)y=\|b\|e_1$, where $e_1$ is the first unit vector. The Green's function element is then approximated by
$$b^\dagger x=\|b\|^2\,[(z-T)^{-1}]_{11}.$$
The products with $H$ are done once, for the whole grid.

Solvability is not accuracy. In the two-site example with $k=1$ and $z=i\eta$, the Galerkin solution has norm $1/\eta$, which attains the bound, while the exact solution has norm $1/\sqrt{1+\eta^2}$.

Hermiticity cannot be relaxed to normality. For the normal matrix
$$\begin{pmatrix}i&1\\1&i\end{pmatrix}$$
with the same $b$, $k=1$ and $z=i$, the shifted matrix is invertible but $T=i$, so $z-T=0$.

## Matrices, Krylov spaces and residuals in Lean

The finite index types `n` and `m` label the basis states of the full problem and the columns of $V$.

```lean
import Mathlib

open Matrix WithLp
open scoped ComplexOrder Matrix.Norms.L2Operator

namespace ShiftedKrylovGalerkin

noncomputable section

variable {n m : Type*} [Fintype n] [DecidableEq n] [Fintype m] [DecidableEq m]
```

The number $z$ enters as a multiple of the identity. The same definition serves for $z-H$ and for $z-T$.

```lean
/-- The shifted matrix `z - A` at complex energy `z`. -/
def shifted (z : ℂ) (A : Matrix n n ℂ) : Matrix n n ℂ := z • (1 : Matrix n n ℂ) - A
```

The index `j : Fin k` runs over $0,\dots,k-1$, so `krylov A b 0` is the zero space. The generating vectors need not be independent, and $V$ may have fewer than $k$ columns.

```lean
/-- The Krylov space `K_k(A, b)`, spanned by `b, A b, ..., A^(k-1) b`. -/
def krylov (A : Matrix n n ℂ) (b : n → ℂ) (k : ℕ) : Submodule ℂ (n → ℂ) :=
  Submodule.span ℂ (Set.range fun j : Fin k => A ^ (j : ℕ) *ᵥ b)
```

The product `⬝ᵥ` does not conjugate, so `star w` supplies the bra. The definition below works for any subspace and any matrix.

```lean
/-- `x` is a Galerkin solution of `A x = b` on the subspace `K`: it lies in `K` and its
residual is orthogonal to `K`. -/
def IsGalerkinSolution (A : Matrix n n ℂ) (b : n → ℂ) (K : Submodule ℂ (n → ℂ))
    (x : n → ℂ) : Prop :=
  x ∈ K ∧ ∀ w ∈ K, star w ⬝ᵥ (b - A *ᵥ x) = 0
```

## Shift invariance

The first lemma expands the action of the shifted matrix, and the second is the rule that one multiplication raises the Krylov index by one. It is enough to check the second on the spanning vectors, which is what `Submodule.span_le` provides.

```lean
/-- The shifted matrix acts on a vector as `(z - A) x = z x - A x`. -/
theorem shifted_mulVec (z : ℂ) (A : Matrix n n ℂ) (x : n → ℂ) :
    shifted z A *ᵥ x = z • x - A *ᵥ x := by
  rw [shifted, Matrix.sub_mulVec, Matrix.smul_mulVec, Matrix.one_mulVec]

/-- Applying `A` to a vector of `K_k(A, b)` gives a vector of `K_(k+1)(A, b)`. -/
theorem mulVec_mem_krylov {A : Matrix n n ℂ} {b w : n → ℂ} {k : ℕ}
    (hw : w ∈ krylov A b k) : A *ᵥ w ∈ krylov A b (k + 1) := by
  have h : krylov A b k ≤ (krylov A b (k + 1)).comap A.mulVecLin := by
    refine Submodule.span_le.mpr ?_
    rintro _ ⟨j, rfl⟩
    change A *ᵥ (A ^ (j : ℕ) *ᵥ b) ∈ krylov A b (k + 1)
    exact Submodule.subset_span ⟨j.succ, by simp [pow_succ', Matrix.mulVec_mulVec]⟩
  exact h hw
```

In the theorem, `step` is the induction on $j$. It is stated for all `k`, because the induction hypothesis is used at two sizes, `l + 1` and `l`. The inclusion `incl` is stated for every matrix `B`, so that it can be applied a second time to `shifted z A`; `back` then returns the original matrix.

```lean
/-- Krylov spaces do not depend on the energy shift: `K_k(z - A, b) = K_k(A, b)`. -/
theorem krylov_shifted (z : ℂ) (A : Matrix n n ℂ) (b : n → ℂ) (k : ℕ) :
    krylov (shifted z A) b k = krylov A b k := by
  -- for `j < k`, the vector `(z - B)^j b` lies in the unshifted space `K_k(B, b)`
  have step : ∀ (B : Matrix n n ℂ) (j k : ℕ), j < k →
      shifted z B ^ j *ᵥ b ∈ krylov B b k := by
    intro B j
    induction j with
    | zero =>
      intro k h
      exact Submodule.subset_span ⟨⟨0, h⟩, by simp⟩
    | succ j ih =>
      intro k h
      obtain ⟨l, rfl⟩ : ∃ l, k = l + 1 := ⟨k - 1, by omega⟩
      rw [pow_succ', ← Matrix.mulVec_mulVec, shifted_mulVec]
      exact Submodule.sub_mem _ (Submodule.smul_mem _ _ (ih (l + 1) (by omega)))
        (mulVec_mem_krylov (ih l (by omega)))
  have incl : ∀ B : Matrix n n ℂ, krylov (shifted z B) b k ≤ krylov B b k := by
    intro B
    refine Submodule.span_le.mpr ?_
    rintro _ ⟨j, rfl⟩
    exact step B j k j.isLt
  -- shifting twice returns the original matrix
  have back : shifted z (shifted z A) = A := by
    simp only [shifted, sub_sub_cancel]
  refine le_antisymm (incl A) ?_
  have h := incl (shifted z A)
  rwa [back] at h
```

## Stability and the inverse

The hypothesis of `stability` asks only that $(z-H)x$ and $r$ have the same overlap with $x$. That is weaker than $(z-H)x=r$, and a Galerkin solution satisfies it with $r=b$, because its residual is orthogonal to the whole subspace and so to $x$ itself. The wrapper `toLp 2` selects the Euclidean norm. The steps `hreal`, `him` and `hcs` are the real expectation value, the imaginary part and Cauchy–Schwarz; the final case split separates $x=0$ from $x\neq0$.

```lean
/-- Stability off the real axis: for Hermitian `H`, if `(z - H) x` and `r` have the same
overlap with `x`, then `|Im z| ‖x‖ ≤ ‖r‖`. -/
theorem stability {H : Matrix n n ℂ} (hH : H.IsHermitian) {z : ℂ} {x r : n → ℂ}
    (h : star x ⬝ᵥ (shifted z H *ᵥ x) = star x ⬝ᵥ r) :
    |z.im| * ‖toLp 2 x‖ ≤ ‖toLp 2 r‖ := by
  have hin : ∀ u v : n → ℂ, inner ℂ (toLp 2 u) (toLp 2 v) = star u ⬝ᵥ v := fun u v =>
    (EuclideanSpace.inner_eq_star_dotProduct _ _).trans (dotProduct_comm _ _)
  have hn : star x ⬝ᵥ x = ((‖toLp 2 x‖ ^ 2 : ℝ) : ℂ) := by
    rw [← hin, inner_self_eq_norm_sq_to_K]
    simp
  -- the expectation value of a Hermitian matrix is real
  have hreal : (star x ⬝ᵥ (H *ᵥ x)).im = 0 := by
    apply Complex.conj_eq_iff_im.mp
    change star (star x ⬝ᵥ (H *ᵥ x)) = _
    rw [← Matrix.star_dotProduct, Matrix.star_mulVec, hH.eq, ← Matrix.dotProduct_mulVec]
  have him : (star x ⬝ᵥ r).im = z.im * ‖toLp 2 x‖ ^ 2 := by
    rw [← h, shifted_mulVec, dotProduct_sub, dotProduct_smul, hn, Complex.sub_im, hreal,
      smul_eq_mul, Complex.im_mul_ofReal, sub_zero]
  have hcs : |z.im| * ‖toLp 2 x‖ ^ 2 ≤ ‖toLp 2 x‖ * ‖toLp 2 r‖ := by
    calc |z.im| * ‖toLp 2 x‖ ^ 2 = |(star x ⬝ᵥ r).im| := by
          rw [him, abs_mul, abs_of_nonneg (sq_nonneg ‖toLp 2 x‖)]
      _ ≤ ‖star x ⬝ᵥ r‖ := Complex.abs_im_le_norm _
      _ ≤ ‖toLp 2 x‖ * ‖toLp 2 r‖ := by
          rw [← hin]
          exact norm_inner_le_norm _ _
  rcases (norm_nonneg (toLp 2 x)).eq_or_lt with h0 | h0
  · rw [← h0, mul_zero]
    exact norm_nonneg _
  · exact le_of_mul_le_mul_left (by linarith) h0
```

The matrix norm in the next theorem is the spectral norm. Invertibility is stated separately as `IsUnit`, since Lean assigns a singular matrix the inverse zero, for which a norm bound says nothing. A vanishing determinant would give a nonzero kernel vector, which stability with `r := 0` excludes. The norm bound then comes from applying stability to the image of an arbitrary `y`.

```lean
/-- For Hermitian `H` and `Im z ≠ 0`, the matrix `z - H` is invertible and its inverse has
spectral norm at most `1 / |Im z|`. -/
theorem resolvent_bound {H : Matrix n n ℂ} (hH : H.IsHermitian) {z : ℂ} (hz : z.im ≠ 0) :
    IsUnit (shifted z H) ∧ ‖(shifted z H)⁻¹‖ ≤ 1 / |z.im| := by
  have hpos : 0 < |z.im| := abs_pos.mpr hz
  have hdet : IsUnit (shifted z H).det := by
    rw [isUnit_iff_ne_zero]
    intro h0
    obtain ⟨v, hv, hv0⟩ := Matrix.exists_mulVec_eq_zero_iff.mpr h0
    have hb := stability hH (z := z) (x := v) (r := 0) (by rw [hv0])
    rw [WithLp.toLp_zero, norm_zero] at hb
    have hvpos : 0 < ‖toLp 2 v‖ := norm_pos_iff.mpr (by simpa using hv)
    linarith [mul_pos hpos hvpos]
  refine ⟨(Matrix.isUnit_iff_isUnit_det _).mpr hdet, ?_⟩
  rw [Matrix.l2_opNorm_def]
  refine ContinuousLinearMap.opNorm_le_bound _ (by positivity) fun y => ?_
  change ‖toLp 2 ((shifted z H)⁻¹ *ᵥ y.ofLp)‖ ≤ 1 / |z.im| * ‖y‖
  have hb := stability hH (z := z) (x := (shifted z H)⁻¹ *ᵥ y.ofLp) (r := y.ofLp)
    (by rw [Matrix.mulVec_mulVec, Matrix.mul_nonsing_inv _ hdet, Matrix.one_mulVec])
  change _ ≤ ‖y‖ at hb
  rw [one_div, inv_mul_eq_div, le_div_iff₀ hpos]
  linarith
```

## Projection onto the basis

The condition `Vᴴ * V = 1` expresses orthonormal columns, with `ᴴ` for the conjugate transpose. It turns the projected shift into a shift of $T$, and the previous bound applies because $T$ is Hermitian. Here $V$ need not span a Krylov space.

```lean
omit [Fintype m] in
/-- If `V` has orthonormal columns, projecting `z - H` gives `z - T` with `T = Vᴴ H V`. -/
theorem projected_shift (H : Matrix n n ℂ) {V : Matrix n m ℂ} (hV : Vᴴ * V = 1) (z : ℂ) :
    Vᴴ * shifted z H * V = shifted z (Vᴴ * H * V) := by
  simp [shifted, Matrix.mul_sub, Matrix.sub_mul, hV]

/-- For Hermitian `H`, orthonormal columns of `V` and `Im z ≠ 0`, the projection of `z - H`
is invertible and its inverse has spectral norm at most `1 / |Im z|`. -/
theorem projected_resolvent_bound {H : Matrix n n ℂ} (hH : H.IsHermitian)
    {V : Matrix n m ℂ} (hV : Vᴴ * V = 1) {z : ℂ} (hz : z.im ≠ 0) :
    IsUnit (Vᴴ * shifted z H * V) ∧ ‖(Vᴴ * shifted z H * V)⁻¹‖ ≤ 1 / |z.im| := by
  rw [projected_shift H hV]
  exact resolvent_bound (Matrix.isHermitian_conjTranspose_mul_mul V hH) hz
```

The main theorem adds `hK`, which says that the range of $V$ is $K_k(H,b)$. Such a $V$ is assumed given: the Lanczos recurrence is not constructed, and rounding, which spoils orthogonality in practice, is absent from the model. The Galerkin condition is posed on the Krylov space of the shifted matrix, and `krylov_shifted` replaces that space by the one $V$ spans.

The equivalence `↔` says that the displayed vector is a solution and that there is no other. In the forward direction, the residual $r$ is tested against $VV^\dagger r$. This gives $\|V^\dagger r\|^2=0$, hence the small linear system by `hres`. In the reverse direction, inserting the formula makes the projected residual vanish.

```lean
/-- One basis serves all energies: let `H` be Hermitian and let the orthonormal columns of `V`
span `K_k(H, b)`. For every `z` with `Im z ≠ 0`, the matrix `z - T` with `T = Vᴴ H V` is
invertible, and `V (z - T)⁻¹ Vᴴ b` is the only Galerkin solution of `(z - H) x = b` on
`K_k(z - H, b)`. -/
theorem one_basis_all_energies {H : Matrix n n ℂ} (hH : H.IsHermitian) {b : n → ℂ} {k : ℕ}
    {V : Matrix n m ℂ} (hV : Vᴴ * V = 1)
    (hK : LinearMap.range V.mulVecLin = krylov H b k) (z : ℂ) (hz : z.im ≠ 0) :
    IsUnit (shifted z (Vᴴ * H * V)) ∧
    ∀ x, IsGalerkinSolution (shifted z H) b (krylov (shifted z H) b k) x ↔
      x = V *ᵥ ((shifted z (Vᴴ * H * V))⁻¹ *ᵥ (Vᴴ *ᵥ b)) := by
  have hu := (projected_resolvent_bound hH hV hz).1
  rw [projected_shift H hV] at hu
  have hdet := (Matrix.isUnit_iff_isUnit_det _).mp hu
  refine ⟨hu, fun x => ?_⟩
  -- the projected residual is the residual of the small system
  have hres : ∀ y, Vᴴ *ᵥ (b - shifted z H *ᵥ (V *ᵥ y)) =
      Vᴴ *ᵥ b - shifted z (Vᴴ * H * V) *ᵥ y := by
    intro y
    rw [← projected_shift H hV, Matrix.mulVec_sub]
    simp only [Matrix.mulVec_mulVec, Matrix.mul_assoc]
  have hadj : ∀ (u : m → ℂ) (r : n → ℂ), star (V *ᵥ u) ⬝ᵥ r = star u ⬝ᵥ (Vᴴ *ᵥ r) := by
    intro u r
    rw [Matrix.star_mulVec, ← Matrix.dotProduct_mulVec]
  rw [krylov_shifted, ← hK]
  constructor
  · rintro ⟨⟨y, rfl⟩, ho⟩
    rw [Matrix.mulVecLin_apply] at ho ⊢
    have h0 := ho _ ⟨Vᴴ *ᵥ (b - shifted z H *ᵥ (V *ᵥ y)), rfl⟩
    rw [Matrix.mulVecLin_apply, hadj, dotProduct_star_self_eq_zero,
      hres, sub_eq_zero] at h0
    rw [h0, Matrix.mulVec_mulVec y, Matrix.nonsing_inv_mul _ hdet, Matrix.one_mulVec]
  · rintro rfl
    refine ⟨⟨_, rfl⟩, ?_⟩
    rintro _ ⟨u, rfl⟩
    rw [Matrix.mulVecLin_apply, hadj, hres, Matrix.mulVec_mulVec,
      Matrix.mul_nonsing_inv _ hdet, Matrix.one_mulVec, sub_self, dotProduct_zero]
```

The bound on the solution holds on any subspace. It carries no condition on $z$, though for real $z$ it says only that $\|b\|\ge0$.

```lean
/-- For Hermitian `H`, every Galerkin solution of `(z - H) x = b`, on any subspace, obeys
`|Im z| ‖x‖ ≤ ‖b‖`. -/
theorem galerkin_solution_bound {H : Matrix n n ℂ} (hH : H.IsHermitian) {z : ℂ}
    {b x : n → ℂ} {K : Submodule ℂ (n → ℂ)}
    (hx : IsGalerkinSolution (shifted z H) b K x) :
    |z.im| * ‖toLp 2 x‖ ≤ ‖toLp 2 b‖ := by
  -- test the residual against the solution itself
  have h := hx.2 x hx.1
  rw [dotProduct_sub, sub_eq_zero] at h
  exact stability hH h.symm
```

## Breakdown at a real energy

The last theorem is the opening example. It verifies every hypothesis of the main theorem except $\operatorname{Im}z\ne0$, and also that $z-H$ is invertible. Invertibility of $z-H$ is therefore not a sufficient replacement for a non-real energy. The proof writes a candidate as $V$ times a one-component vector and tests its residual against the first site, where the component is always $1$.

```lean
/-- Breakdown at a real energy: for the two-site hopping matrix `H`, the first site as `b` and
as the single column of `V`, and `z = 0`, the matrix `z - H` is invertible but the Galerkin
problem on `K_1(z - H, b)` has no solution. -/
theorem real_energy_breakdown_witness :
    let H : Matrix (Fin 2) (Fin 2) ℂ := !![0, 1; 1, 0]
    let V : Matrix (Fin 2) (Fin 1) ℂ := !![1; 0]
    let b : Fin 2 → ℂ := ![1, 0]
    H.IsHermitian ∧ Vᴴ * V = 1 ∧ LinearMap.range V.mulVecLin = krylov H b 1 ∧
      IsUnit (shifted 0 H) ∧
      ∀ x, ¬ IsGalerkinSolution (shifted 0 H) b (krylov (shifted 0 H) b 1) x := by
  intro H V b
  have hK : LinearMap.range V.mulVecLin = krylov H b 1 := by
    have hcol : V.col = fun j : Fin 1 => H ^ (j : ℕ) *ᵥ b := by
      ext j i
      fin_cases j
      fin_cases i <;> simp [V, b, Matrix.col]
    rw [Matrix.range_mulVecLin, hcol]
    rfl
  refine ⟨?_, ?_, hK, ?_, ?_⟩
  · ext i j
    fin_cases i <;> fin_cases j <;> simp [H]
  · ext i j
    fin_cases i
    fin_cases j
    simp [V, Matrix.mul_apply, Fin.sum_univ_succ]
  · rw [Matrix.isUnit_iff_isUnit_det]
    simp [shifted, H, Matrix.det_fin_two]
  · rintro x ⟨hx, ho⟩
    rw [krylov_shifted, ← hK] at hx ho
    obtain ⟨c, rfl⟩ := hx
    -- the residual always keeps its full component on the first site
    have h := ho _ ⟨![1], rfl⟩
    simp [shifted_mulVec, H, V, b, dotProduct, Fin.sum_univ_succ] at h

end

end ShiftedKrylovGalerkin
```

```lean
#print axioms ShiftedKrylovGalerkin.one_basis_all_energies
-- 'ShiftedKrylovGalerkin.one_basis_all_energies' depends on axioms: [propext, Classical.choice, Quot.sound]
#print axioms ShiftedKrylovGalerkin.galerkin_solution_bound
-- 'ShiftedKrylovGalerkin.galerkin_solution_bound' depends on axioms: [propext, Classical.choice, Quot.sound]
```
